# Two non-interacting fermions in a finite basis have minimum energy $e_0+e_1$

Let $e_0\le e_1$ be the two lowest spin-orbital energies, counted with multiplicity, of two identical fermions that do not interact. Minimise their energy over all two-particle states, antisymmetric or not, and both particles can settle in the lowest spin-orbital. The result is $2e_0$, which lies below every fermionic energy whenever $e_0<e_1$. A trial state without exchange antisymmetry therefore need not give an upper bound to the fermionic ground-state energy. With antisymmetry imposed, the minimum for non-interacting particles is $e_0+e_1$, and a Slater determinant attains it.

```lean
import Mathlib

open Matrix
open scoped Kronecker

namespace TwoFermionRayleighRitz

noncomputable section
```

Let $h$ be a Hermitian $n\times n$ matrix, written in an orthonormal one-particle basis. Without interaction, the two-particle Hamiltonian is
$$H=h\otimes I+I\otimes h .$$

```lean
/-- The Hamiltonian `h ⊗ I + I ⊗ h` of two non-interacting particles. -/
def pairHamiltonian {n : ℕ} (h : Matrix (Fin n) (Fin n) ℂ) :
    Matrix (Fin n × Fin n) (Fin n × Fin n) ℂ :=
  h ⊗ₖ (1 : Matrix (Fin n) (Fin n) ℂ) + (1 : Matrix (Fin n) (Fin n) ℂ) ⊗ₖ h
```

A state is a complex function $\psi(i,j)$ on pairs of basis indices. For fermions, $\psi(j,i)=-\psi(i,j)$. The indices label spin-orbitals; if they label spatial orbitals only, the condition describes a spin-triplet pair of spin-½ particles.

```lean
/-- The condition that a two-particle state changes sign when the particles are exchanged. -/
def Antisymmetric {n : ℕ} (ψ : Fin n × Fin n → ℂ) : Prop :=
  ∀ i j, ψ (j, i) = -ψ (i, j)
```

The quantity to minimise is $R(\psi)=\mathrm{Re}\langle\psi,H\psi\rangle/\langle\psi,\psi\rangle$. For Hermitian $H$ the expectation value is already real, and taking the real part only makes the quotient a real number in Lean.

```lean
/-- The Rayleigh quotient: the real part of `⟨ψ, H ψ⟩` divided by `⟨ψ, ψ⟩`. -/
def rayleigh {n : ℕ} (H : Matrix (Fin n × Fin n) (Fin n × Fin n) ℂ)
    (ψ : Fin n × Fin n → ℂ) : ℝ :=
  (star ψ ⬝ᵥ H *ᵥ ψ).re / (star ψ ⬝ᵥ ψ).re
```

The levels $e_0\le e_1\le\dots$ are the eigenvalues of $h$, repeated according to multiplicity. Lean counts them from zero, and `level hh k` is $e_k$, where `hh` is the hypothesis that $h$ is Hermitian.

```lean
variable {n : ℕ} {h : Matrix (Fin n) (Fin n) ℂ}

/-- The one-particle energies: the eigenvalues of `h` in ascending order, with multiplicity. -/
def level (hh : h.IsHermitian) (k : Fin n) : ℝ :=
  hh.eigenvalues (Tuple.sort hh.eigenvalues k)
```

Column $k$ of the matrix $U$ is the orbital $u_k$ belonging to $e_k$.

```lean
/-- The matrix whose column `k` is the orbital belonging to `level k`. -/
def orbitals (hh : h.IsHermitian) : Matrix (Fin n) (Fin n) ℂ :=
  Matrix.of fun i k => (hh.eigenvectorBasis (Tuple.sort hh.eigenvalues k)).ofLp i
```

The columns of $W=U\otimes U$ are the products of two orbitals.

```lean
/-- The matrix whose columns are all products of two orbitals. -/
def pairOrbitals (hh : h.IsHermitian) : Matrix (Fin n × Fin n) (Fin n × Fin n) ℂ :=
  orbitals hh ⊗ₖ orbitals hh
```

Written as a function, such a product is $(u_a\otimes u_b)(i,j)=U_{ia}U_{jb}$.

```lean
/-- The product state with particle one in orbital `a` and particle two in orbital `b`. -/
def orbitalProduct (hh : h.IsHermitian) (a b : Fin n) : Fin n × Fin n → ℂ :=
  fun p => orbitals hh p.1 a * orbitals hh p.2 b
```

The Slater determinant of orbitals $a$ and $b$ is
$$\Phi_{ab}=\tfrac{1}{\sqrt2}\,(u_a\otimes u_b-u_b\otimes u_a).$$

```lean
/-- The Slater determinant of orbitals `a` and `b`, with the prefactor `1/√2`. -/
def slater (hh : h.IsHermitian) (a b : Fin n) : Fin n × Fin n → ℂ :=
  (((√2)⁻¹ : ℝ) : ℂ) • (orbitalProduct hh a b - orbitalProduct hh b a)
```

By the spectral theorem, $U^\dagger U=I$ and $hU=UD$ with $D=\mathrm{diag}(e_k)$. The proof takes Mathlib's orthonormal eigenbasis and compares matrix entries.

```lean
/-- The orbitals are orthonormal and are eigenvectors of `h` with the ordered energies. -/
theorem orbitals_spec (hh : h.IsHermitian) :
    (orbitals hh)ᴴ * orbitals hh = 1 ∧
      h * orbitals hh = orbitals hh * diagonal (fun k => (level hh k : ℂ)) := by
  constructor
  · ext a b
    have key := orthonormal_iff_ite.mp hh.eigenvectorBasis.orthonormal
      (Tuple.sort hh.eigenvalues a) (Tuple.sort hh.eigenvalues b)
    rw [mul_apply, one_apply]
    refine Eq.trans ?_ (key.trans ?_)
    · rw [PiLp.inner_apply]
      refine Finset.sum_congr rfl fun j _ => ?_
      simp only [conjTranspose_apply, orbitals, of_apply, RCLike.inner_apply]
      exact mul_comm _ _
    · simp
  · ext i k
    have key := congrFun (hh.mulVec_eigenvectorBasis (Tuple.sort hh.eigenvalues k)) i
    rw [mul_diagonal]
    refine Eq.trans ?_ (key.trans ?_)
    · rfl
    · simp only [Pi.smul_apply, Complex.real_smul, orbitals, level, of_apply]
      exact mul_comm _ _
```

Kronecker products multiply factor by factor, so $W^\dagger W=U^\dagger U\otimes U^\dagger U=I$ and
$$HW=hU\otimes U+U\otimes hU=W(D\otimes I+I\otimes D).$$
The last bracket is diagonal with entries $e_a+e_b$, which `hD` checks entry by entry.

```lean
/-- Products of orbitals are orthonormal and diagonalise the pair Hamiltonian, with
energies that are sums of two levels. -/
theorem pairOrbitals_spec (hh : h.IsHermitian) :
    (pairOrbitals hh)ᴴ * pairOrbitals hh = 1 ∧
      pairHamiltonian h * pairOrbitals hh = pairOrbitals hh *
        diagonal (fun p => ((level hh p.1 + level hh p.2 : ℝ) : ℂ)) := by
  obtain ⟨hU, hE⟩ := orbitals_spec hh
  constructor
  · rw [pairOrbitals, conjTranspose_kronecker, ← mul_kronecker_mul, hU, one_kronecker_one]
  · have hD : diagonal (fun p : Fin n × Fin n => ((level hh p.1 + level hh p.2 : ℝ) : ℂ)) =
        diagonal (fun k => (level hh k : ℂ)) ⊗ₖ (1 : Matrix (Fin n) (Fin n) ℂ) +
          (1 : Matrix (Fin n) (Fin n) ℂ) ⊗ₖ diagonal (fun k => (level hh k : ℂ)) := by
      ext ⟨a, b⟩ ⟨c, d⟩
      by_cases ha : a = c <;> by_cases hb : b = d <;>
        simp [one_apply, ha, hb]
    rw [hD, pairHamiltonian, pairOrbitals, add_mul, mul_add]
    simp only [← mul_kronecker_mul, hE, one_mul, mul_one]
```

Write $\psi=Wc$. Since $W$ preserves inner products (`iso`),
$$\mathrm{Re}\langle\psi,H\psi\rangle=\sum_{a,b}(e_a+e_b)|c_{ab}|^2,\qquad \langle\psi,\psi\rangle=\sum_{a,b}|c_{ab}|^2 .$$

```lean
/-- For a state with coefficients `c` in the orbital products, the energy is the sum of
`|c|²` weighted by pair energies, and the squared norm is the sum of `|c|²`. -/
theorem energy_expansion (hh : h.IsHermitian) (c : Fin n × Fin n → ℂ) :
    (star (pairOrbitals hh *ᵥ c) ⬝ᵥ pairHamiltonian h *ᵥ (pairOrbitals hh *ᵥ c)).re =
        ∑ p, (level hh p.1 + level hh p.2) * Complex.normSq (c p) ∧
      (star (pairOrbitals hh *ᵥ c) ⬝ᵥ (pairOrbitals hh *ᵥ c)).re =
        ∑ p, Complex.normSq (c p) := by
  obtain ⟨hW, hH⟩ := pairOrbitals_spec hh
  -- a unitary change of basis preserves inner products
  have iso : ∀ x y : Fin n × Fin n → ℂ,
      star (pairOrbitals hh *ᵥ x) ⬝ᵥ (pairOrbitals hh *ᵥ y) = star x ⬝ᵥ y := by
    intro x y
    rw [star_mulVec, ← dotProduct_mulVec, mulVec_mulVec, hW, one_mulVec]
  constructor
  · rw [mulVec_mulVec, hH, ← mulVec_mulVec, iso, dotProduct, Complex.re_sum]
    refine Finset.sum_congr rfl fun p _ => ?_
    rw [mulVec_diagonal, Pi.star_apply, Complex.star_def]
    simp only [Complex.mul_re, Complex.mul_im, Complex.conj_re, Complex.conj_im,
      Complex.ofReal_re, Complex.ofReal_im, Complex.normSq_apply]
    ring
  · rw [iso, dotProduct, Complex.re_sum]
    refine Finset.sum_congr rfl fun p _ => ?_
    rw [Pi.star_apply, Complex.star_def]
    simp only [Complex.mul_re, Complex.conj_re, Complex.conj_im, Complex.normSq_apply]
    ring
```

Every $\psi$ has this form with $c=W^\dagger\psi$, because $W$ is square and so $WW^\dagger=I$ as well. Suppose $e_a+e_b\ge E$ whenever $c_{ab}\ne0$. Then
$$\sum_{a,b}(e_a+e_b)|c_{ab}|^2\ge E\sum_{a,b}|c_{ab}|^2,$$
since terms with $c_{ab}=0$ vanish on both sides. For $\psi\neq0$ the norm is positive, and dividing by it gives $R(\psi)\ge E$.

```lean
/-- If every orbital product present in a nonzero state has energy at least `E`, then the
Rayleigh quotient of the state is at least `E`. -/
theorem le_rayleigh (hh : h.IsHermitian) {ψ : Fin n × Fin n → ℂ} (hψ : ψ ≠ 0) {E : ℝ}
    (hE : ∀ p, ((pairOrbitals hh)ᴴ *ᵥ ψ) p ≠ 0 → E ≤ level hh p.1 + level hh p.2) :
    E ≤ rayleigh (pairHamiltonian h) ψ := by
  have hx : pairOrbitals hh *ᵥ ((pairOrbitals hh)ᴴ *ᵥ ψ) = ψ := by
    rw [mulVec_mulVec, mul_eq_one_comm.mp (pairOrbitals_spec hh).1, one_mulVec]
  generalize (pairOrbitals hh)ᴴ *ᵥ ψ = c at hx hE
  subst hx
  have hc : c ≠ 0 := fun h0 => hψ (by rw [h0, mulVec_zero])
  obtain ⟨q, hq⟩ := Function.ne_iff.mp hc
  have hpos : 0 < ∑ p, Complex.normSq (c p) :=
    Finset.sum_pos' (fun _ _ => Complex.normSq_nonneg _)
      ⟨q, Finset.mem_univ q, Complex.normSq_pos.mpr hq⟩
  rw [rayleigh, (energy_expansion hh c).1, (energy_expansion hh c).2,
    le_div_iff₀ hpos, Finset.mul_sum]
  refine Finset.sum_le_sum fun p _ => ?_
  by_cases h0 : c p = 0
  · simp [h0]
  · exact mul_le_mul_of_nonneg_right (hE p h0) (Complex.normSq_nonneg _)
```

Antisymmetry survives a common one-particle transformation $A$. Using $\psi(x,y)=-\psi(y,x)$,
$$\sum_{x,y}A_{jx}A_{iy}\psi(x,y)=-\sum_{x,y}A_{iy}A_{jx}\psi(y,x),$$
and the right side is minus the transformed state at $(i,j)$. In Lean, `Finset.sum_comm` exchanges the two sums. With $A=U^\dagger$, the coefficients $c_{ab}$ are antisymmetric too.

```lean
/-- Applying the same one-particle matrix to both particles preserves antisymmetry. -/
theorem Antisymmetric.kronecker {ψ : Fin n × Fin n → ℂ} (hψ : Antisymmetric ψ)
    (A : Matrix (Fin n) (Fin n) ℂ) : Antisymmetric ((A ⊗ₖ A) *ᵥ ψ) := by
  intro i j
  simp only [mulVec, dotProduct, kroneckerMap_apply, Fintype.sum_prod_type]
  refine Finset.sum_comm.trans ?_
  rw [← Finset.sum_neg_distrib]
  refine Finset.sum_congr rfl fun y _ => ?_
  rw [← Finset.sum_neg_distrib]
  refine Finset.sum_congr rfl fun x _ => ?_
  rw [hψ y x]
  ring
```

Reading the matrix identities for $W$ column by column gives $H(u_a\otimes u_b)=(e_a+e_b)\,u_a\otimes u_b$ and the orthonormality of the products.

```lean
/-- Orbital products are eigenvectors of the pair Hamiltonian and are orthonormal. -/
theorem orbitalProduct_spec (hh : h.IsHermitian) (a b : Fin n) :
    pairHamiltonian h *ᵥ orbitalProduct hh a b =
        ((level hh a + level hh b : ℝ) : ℂ) • orbitalProduct hh a b ∧
      ∀ c d, star (orbitalProduct hh a b) ⬝ᵥ orbitalProduct hh c d =
        if (a, b) = (c, d) then 1 else 0 := by
  obtain ⟨hW, hH⟩ := pairOrbitals_spec hh
  constructor
  · ext p
    have key := congrFun (congrFun hH p) (a, b)
    rw [mul_diagonal] at key
    exact key.trans (mul_comm _ _)
  · intro c d
    have key := congrFun (congrFun hW (a, b)) (c, d)
    rw [one_apply] at key
    exact key
```

For $a\ne b$, exchanging the arguments of $\Phi_{ab}$ reverses its sign. Its squared norm is $\tfrac12(1-0-0+1)=1$. Both of its terms have energy $e_a+e_b$, so $H\Phi_{ab}=(e_a+e_b)\Phi_{ab}$.

```lean
/-- A Slater determinant of two different orbitals is antisymmetric, normalised, and an
eigenvector of the pair Hamiltonian with the sum of the two levels as energy. -/
theorem slater_spec (hh : h.IsHermitian) {a b : Fin n} (hab : a ≠ b) :
    Antisymmetric (slater hh a b) ∧ star (slater hh a b) ⬝ᵥ slater hh a b = 1 ∧
      pairHamiltonian h *ᵥ slater hh a b =
        ((level hh a + level hh b : ℝ) : ℂ) • slater hh a b := by
  refine ⟨?_, ?_, ?_⟩
  · intro i j
    simp only [slater, orbitalProduct, Pi.smul_apply, Pi.sub_apply, smul_eq_mul]
    ring
  · have hs : (((√2)⁻¹ : ℝ) : ℂ) * (((√2)⁻¹ : ℝ) : ℂ) = 1 / 2 := by
      rw [← Complex.ofReal_mul, ← mul_inv, Real.mul_self_sqrt (by norm_num)]
      norm_num
    have h1 : (a, b) ≠ (b, a) := fun e => hab (congrArg Prod.fst e)
    rw [slater, star_smul, smul_dotProduct, dotProduct_smul, star_sub, sub_dotProduct,
      dotProduct_sub, dotProduct_sub, (orbitalProduct_spec hh a b).2,
      (orbitalProduct_spec hh a b).2, (orbitalProduct_spec hh b a).2,
      (orbitalProduct_spec hh b a).2, if_pos rfl, if_neg h1, if_neg h1.symm, if_pos rfl,
      Complex.star_def, Complex.conj_ofReal]
    simp only [smul_eq_mul]
    linear_combination 2 * hs
  · rw [slater, mulVec_smul, mulVec_sub, (orbitalProduct_spec hh a b).1,
      (orbitalProduct_spec hh b a).1, add_comm (level hh b) (level hh a), ← smul_sub]
    exact smul_comm _ _ _
```

If $\langle\psi,\psi\rangle=1$ and $H\psi=E\psi$ with $E$ real, then $\psi\ne0$ and $R(\psi)=E$.

```lean
/-- A normalised eigenvector with a real eigenvalue has that eigenvalue as Rayleigh quotient, and is
nonzero. -/
theorem rayleigh_eigenvector {H : Matrix (Fin n × Fin n) (Fin n × Fin n) ℂ}
    {ψ : Fin n × Fin n → ℂ} {E : ℝ} (h1 : star ψ ⬝ᵥ ψ = 1) (hE : H *ᵥ ψ = (E : ℂ) • ψ) :
    ψ ≠ 0 ∧ rayleigh H ψ = E := by
  constructor
  · intro h0
    rw [h0] at h1
    simp at h1
  · rw [rayleigh, hE, dotProduct_smul, h1]
    simp
```

Now let $n=m+2$, so that two orbitals exist. `IsLeast` says that $e_0+e_1$ is the Rayleigh quotient of some nonzero antisymmetric state and a lower bound for all of them. The state $\Phi_{01}$ supplies the first part.

For the bound, split on the order of $a$ and $b$:

- If $a=b$, antisymmetry gives $c_{aa}=-c_{aa}$, hence $c_{aa}=0$.
- If $a<b$, then $a\ge0$ and $b\ge1$, so $e_a+e_b\ge e_0+e_1$.
- If $b<a$, the same argument applies with the labels exchanged.

Every product present in $\psi$ thus costs at least $e_0+e_1$, and `le_rayleigh` finishes the proof. This is the aufbau filling of electronic structure for two electrons in a finite basis with no interaction between them.

```lean
/-- The least Rayleigh quotient over nonzero antisymmetric two-particle states is the sum of
the two lowest levels, and the Slater determinant of the two lowest orbitals attains it. -/
theorem two_fermion_minimum {m : ℕ} {h : Matrix (Fin (m + 2)) (Fin (m + 2)) ℂ}
    (hh : h.IsHermitian) :
    IsLeast {r | ∃ ψ, ψ ≠ 0 ∧ Antisymmetric ψ ∧ rayleigh (pairHamiltonian h) ψ = r}
        (level hh 0 + level hh 1) ∧
      rayleigh (pairHamiltonian h) (slater hh 0 1) = level hh 0 + level hh 1 := by
  have h01 : (0 : Fin (m + 2)) ≠ 1 := by
    intro e
    have := congrArg Fin.val e
    simp at this
  obtain ⟨hA, hN, hE⟩ := slater_spec hh h01
  obtain ⟨hne, hR⟩ := rayleigh_eigenvector hN hE
  refine ⟨⟨⟨_, hne, hA, hR⟩, ?_⟩, hR⟩
  rintro r ⟨ψ, h0, ha, rfl⟩
  have hm : Monotone (level hh) := Tuple.monotone_sort hh.eigenvalues
  -- two different levels cost at least the two lowest ones
  have hlt : ∀ a b : Fin (m + 2), a < b →
      level hh 0 + level hh 1 ≤ level hh a + level hh b := by
    intro a b hab
    have hb : (1 : Fin (m + 2)) ≤ b := by
      rw [Fin.le_def, Fin.val_one]
      have := Fin.lt_def.mp hab
      omega
    exact add_le_add (hm (Fin.zero_le a)) (hm hb)
  refine le_rayleigh hh h0 ?_
  rintro ⟨a, b⟩ hc
  rcases lt_trichotomy a b with hab | hab | hab
  · exact hlt a b hab
  · -- double occupation is excluded by antisymmetry
    subst hab
    refine absurd ?_ hc
    have key := ha.kronecker (orbitals hh)ᴴ a a
    rw [← conjTranspose_kronecker] at key
    exact self_eq_neg.mp key
  · exact (hlt b a hab).trans_eq (add_comm _ _)
```

Without antisymmetry, $u_0\otimes u_0$ is allowed and has energy $2e_0$. No product has less, since $e_a+e_b\ge2e_0$. One orbital suffices here, so $n=m+1$. The two minima coincide exactly when $e_0=e_1$, as for a spin-independent $h$ written in spin-orbitals.

```lean
/-- Without the antisymmetry condition the least Rayleigh quotient is twice the lowest level. -/
theorem unrestricted_minimum {m : ℕ} {h : Matrix (Fin (m + 1)) (Fin (m + 1)) ℂ}
    (hh : h.IsHermitian) :
    IsLeast {r | ∃ ψ, ψ ≠ 0 ∧ rayleigh (pairHamiltonian h) ψ = r} (2 * level hh 0) := by
  have hm : Monotone (level hh) := Tuple.monotone_sort hh.eigenvalues
  obtain ⟨hE, hN⟩ := orbitalProduct_spec hh 0 0
  obtain ⟨hne, hR⟩ := rayleigh_eigenvector ((hN 0 0).trans (if_pos rfl)) hE
  refine ⟨⟨_, hne, hR.trans (two_mul _).symm⟩, ?_⟩
  rintro r ⟨ψ, h0, rfl⟩
  refine le_rayleigh hh h0 fun p _ => ?_
  linarith [hm (Fin.zero_le p.1), hm (Fin.zero_le p.2)]

end

end TwoFermionRayleighRitz
```

```lean
#print axioms TwoFermionRayleighRitz.two_fermion_minimum
-- 'TwoFermionRayleighRitz.two_fermion_minimum' depends on axioms: [propext, Classical.choice, Quot.sound]
#print axioms TwoFermionRayleighRitz.unrestricted_minimum
-- 'TwoFermionRayleighRitz.unrestricted_minimum' depends on axioms: [propext, Classical.choice, Quot.sound]
```
